# The augmentation matrix at one point is positive semidefinite only for proportional partial-wave values

In the projector augmented-wave (PAW) method, the density of a state inside an augmentation sphere is its smooth density plus an on-site correction: the all-electron on-site density minus the smooth on-site density. Whether this correction can be negative at a given point for some choice of projector amplitudes is settled by the partial-wave values there.

Let $a_i$ and $b_i$ be the all-electron and smooth values in channel $i$ at one such point, and let $a$ and $b$ be the row vectors they form. The local augmentation matrix is
$$Q = a^H a - b^H b,\qquad Q_{ij} = \bar a_i a_j - \bar b_i b_j .$$
The claim is that $Q$ is positive semidefinite if and only if $b = t a$ for some complex $t$ with $|t|\le 1$.

## From amplitudes to a common factor

For projector amplitudes $c_i$, write $a\cdot c=\sum_i a_i c_i$, without conjugation. Then
$$\sum_{ij}\bar c_i Q_{ij} c_j = \overline{(a\cdot c)}(a\cdot c)-\overline{(b\cdot c)}(b\cdot c) = |a\cdot c|^2-|b\cdot c|^2 .$$
Since $Q$ is Hermitian, it is positive semidefinite exactly when $|b\cdot c|\le|a\cdot c|$ for every $c$.

Suppose this holds, and let $e_i$ be the unit vector of channel $i$. Taking $c=e_i$ gives $|b_i|\le|a_i|$. Taking $c=a_i e_j-a_j e_i$ gives $a\cdot c=a_i a_j-a_j a_i=0$, so $b\cdot c=a_i b_j-a_j b_i$ must vanish as well.

If some $a_k\ne0$, set $t=b_k/a_k$. Then $|t|\le1$, and $a_k b_j=a_j b_k$ gives $b_j=t a_j$ for all $j$. If $a=0$, the modulus bound forces $b=0$, and $t=0$ serves.

Conversely, $b=ta$ with $|t|\le1$ gives $|b\cdot c|=|t|\,|a\cdot c|\le|a\cdot c|$.

For proportional waves, $\bar b_i b_j=|t|^2\bar a_i a_j$, hence $Q=(1-|t|^2)\,a^Ha$. If $Q=0$, it is positive semidefinite, so $b=ta$. When some $a_k\ne0$, the diagonal entry $(1-|t|^2)|a_k|^2=0$ gives $|t|=1$; when $a=0$, one may choose $t=1$. Conversely, $|t|=1$ makes $Q$ vanish.

## Two channels with numbers

For $a=(2,1)$ and $b=(1,\tfrac12)$, the factor is $t=\tfrac12$ and
$$Q=\tfrac34\begin{pmatrix}4&2\\2&1\end{pmatrix},$$
which is positive semidefinite.

Changing $b$ to $(1,1)$ keeps $|b_i|\le|a_i|$ but destroys proportionality. Now
$$Q=\begin{pmatrix}3&1\\1&0\end{pmatrix}$$
has determinant $-1$. The amplitudes $c=(1,-2)$ cancel the all-electron wave and leave $b\cdot c=-1$, so the quadratic form equals $-1$.

## The matrix in Lean

The channels form an arbitrary finite type `n`, and the partial-wave values are functions `n → ℂ`.

```lean
import Mathlib

open Matrix
open scoped ComplexOrder

namespace AugmentationPositivity

variable {n : Type*} [Fintype n]
```

The entry of `vecMulVec (star a) a` at $(i,j)$ is $\bar a_i a_j$, which fixes the placement of the conjugate.

```lean
/-- The local augmentation matrix `aᴴ a - bᴴ b` built from the all-electron values `a` and the
smooth values `b` of the partial waves at one point in space. -/
def augmentation (a b : n → ℂ) : Matrix n n ℂ :=
  Matrix.vecMulVec (star a) a - Matrix.vecMulVec (star b) b
```

The vectors `a` and `b` are arbitrary: no radial equation, matching condition or projector duality is imposed. The matrix belongs to a single point. The PAW overlap correction integrates such matrices over the sphere, and that integral can be positive semidefinite without proportionality at each point.

## Positivity as an amplitude bound

The first lemma evaluates the quadratic form of one outer product. It factors $a\cdot c$ out of the matrix-vector product, then expands the conjugate amplitude as a sum and compares terms.

```lean
/-- The quadratic form of the outer product `aᴴ a` at the projector amplitudes `c` is the squared
modulus of the on-site amplitude `a · c`. -/
theorem outer_form (a c : n → ℂ) :
    star c ⬝ᵥ (Matrix.vecMulVec (star a) a *ᵥ c) = ((‖a ⬝ᵥ c‖ ^ 2 : ℝ) : ℂ) := by
  have h1 : Matrix.vecMulVec (star a) a *ᵥ c = fun i => star (a i) * (a ⬝ᵥ c) := by
    funext i
    simp only [Matrix.mulVec, dotProduct, Matrix.vecMulVec_apply, Pi.star_apply,
      Finset.mul_sum, mul_assoc]
  have h2 : star (a ⬝ᵥ c) = ∑ i, star (a i) * star (c i) := by
    simp only [dotProduct, star_sum, star_mul']
  have h3 : star (a ⬝ᵥ c) * (a ⬝ᵥ c) = (‖a ⬝ᵥ c‖ : ℂ) ^ 2 := Complex.conj_mul' _
  rw [h1]
  push_cast
  rw [← h3, h2, Finset.sum_mul]
  change ∑ i, star (c i) * (star (a i) * (a ⬝ᵥ c)) = _
  refine Finset.sum_congr rfl fun i _ => ?_
  ring
```

Mathlib's `PosSemidef` comprises Hermiticity and a nonnegative quadratic form. Below, `hherm` supplies the former; `hform` subtracts two outer products and compares squares of nonnegative norms. The dot product `⬝ᵥ` does not conjugate.

```lean
/-- The augmentation matrix is positive semidefinite exactly when, for all projector amplitudes,
the smooth on-site amplitude is at most as large in modulus as the all-electron one. -/
theorem posSemidef_iff_amplitude_le (a b : n → ℂ) :
    (augmentation a b).PosSemidef ↔ ∀ c : n → ℂ, ‖b ⬝ᵥ c‖ ≤ ‖a ⬝ᵥ c‖ := by
  have hherm : (augmentation a b).IsHermitian := by
    refine Matrix.IsHermitian.ext fun i j => ?_
    simp only [augmentation, Matrix.sub_apply, Matrix.vecMulVec_apply, Pi.star_apply,
      star_sub, star_mul', star_star]
    ring
  have hform : ∀ c : n → ℂ, 0 ≤ star c ⬝ᵥ (augmentation a b *ᵥ c) ↔
      ‖b ⬝ᵥ c‖ ≤ ‖a ⬝ᵥ c‖ := by
    intro c
    rw [augmentation, Matrix.sub_mulVec, dotProduct_sub, outer_form, outer_form,
      ← Complex.ofReal_sub, Complex.zero_le_real, sub_nonneg,
      sq_le_sq₀ (norm_nonneg _) (norm_nonneg _)]
  rw [Matrix.posSemidef_iff_dotProduct_mulVec]
  exact ⟨fun h c => (hform c).1 (h.2 c), fun h => ⟨hherm, fun c => (hform c).2 (h c)⟩⟩
```

## Extracting the factor

The two test vectors of the derivation appear here as combinations of `Pi.single`.

```lean
/-- If the smooth amplitude never exceeds the all-electron one in modulus, then the two sets of
partial-wave values have vanishing two-channel minors and are ordered in modulus channel by channel.
-/
theorem channel_conditions {a b : n → ℂ} (h : ∀ c : n → ℂ, ‖b ⬝ᵥ c‖ ≤ ‖a ⬝ᵥ c‖) :
    (∀ i j, a i * b j = a j * b i) ∧ ∀ i, ‖b i‖ ≤ ‖a i‖ := by
  classical
  constructor
  · intro i j
    -- these amplitudes cancel the all-electron wave, so the smooth wave must cancel too
    have hc := h (Pi.single j (a i) - Pi.single i (a j))
    rw [dotProduct_sub, dotProduct_sub, dotProduct_single, dotProduct_single,
      dotProduct_single, dotProduct_single] at hc
    have h0 : a j * a i - a i * a j = 0 := by ring
    rw [h0, norm_zero] at hc
    have h1 := norm_le_zero_iff.1 hc
    linear_combination h1
  · intro i
    have hc := h (Pi.single i 1)
    rwa [dotProduct_single, dotProduct_single, mul_one, mul_one] at hc
```

The next lemma splits on whether some all-electron value is nonzero, and takes either the ratio `b k / a k` or zero as the factor.

```lean
omit [Fintype n] in
/-- Vanishing two-channel minors and channelwise ordering in modulus make the smooth values a
multiple of the all-electron values, with a factor of modulus at most one. -/
theorem exists_factor {a b : n → ℂ} (hm : ∀ i j, a i * b j = a j * b i)
    (hn : ∀ i, ‖b i‖ ≤ ‖a i‖) : ∃ t : ℂ, ‖t‖ ≤ 1 ∧ b = t • a := by
  by_cases ha : ∃ k, a k ≠ 0
  · obtain ⟨k, hk⟩ := ha
    -- the factor is read off at a channel where the all-electron wave is non-zero
    refine ⟨b k / a k, ?_, ?_⟩
    · rw [norm_div]
      exact (div_le_one (norm_pos_iff.2 hk)).2 (hn k)
    · funext j
      rw [Pi.smul_apply, smul_eq_mul, div_mul_eq_mul_div, eq_div_iff hk]
      linear_combination hm k j
  · push Not at ha
    refine ⟨0, by simp, ?_⟩
    funext j
    have hj := hn j
    rw [ha j, norm_zero] at hj
    rw [norm_le_zero_iff.1 hj, zero_smul, Pi.zero_apply]
```

## The equivalence and its channel test

The main theorem joins these lemmas; its converse direction is the norm estimate for `t • a`.

```lean
/-- The local augmentation matrix is positive semidefinite if and only if the smooth partial-wave
values are a complex multiple `t` of the all-electron values with `|t| ≤ 1`. -/
theorem augmentation_posSemidef_iff (a b : n → ℂ) :
    (augmentation a b).PosSemidef ↔ ∃ t : ℂ, ‖t‖ ≤ 1 ∧ b = t • a := by
  rw [posSemidef_iff_amplitude_le]
  constructor
  · intro h
    exact exists_factor (channel_conditions h).1 (channel_conditions h).2
  · rintro ⟨t, ht, rfl⟩ c
    rw [smul_dotProduct, norm_smul]
    exact mul_le_of_le_one_left (norm_nonneg _) ht
```

The same lemmas give a finite test on the values themselves, with no search over amplitudes.

```lean
/-- Positivity of the augmentation matrix can be tested on the partial-wave values alone: all
two-channel minors vanish and no smooth value exceeds its all-electron partner in modulus. -/
theorem augmentation_posSemidef_iff_channels (a b : n → ℂ) :
    (augmentation a b).PosSemidef ↔
      (∀ i j, a i * b j = a j * b i) ∧ ∀ i, ‖b i‖ ≤ ‖a i‖ :=
  ⟨fun h => channel_conditions ((posSemidef_iff_amplitude_le a b).1 h),
    fun h => (augmentation_posSemidef_iff a b).2 (exists_factor h.1 h.2)⟩
```

## The size of the correction

For proportional waves the matrix is computed entry by entry, using $\bar t t=|t|^2$.

```lean
omit [Fintype n] in
/-- For smooth values `t a` the augmentation matrix is the all-electron outer product `aᴴ a`
scaled by `1 - |t|²`. -/
theorem augmentation_smul (a : n → ℂ) (t : ℂ) :
    augmentation a (t • a) =
      ((1 - ‖t‖ ^ 2 : ℝ) : ℂ) • Matrix.vecMulVec (star a) a := by
  have h : star t * t = (‖t‖ : ℂ) ^ 2 := Complex.conj_mul' t
  ext i j
  simp only [augmentation, Matrix.sub_apply, Matrix.smul_apply, Matrix.vecMulVec_apply,
    Pi.star_apply, Pi.smul_apply, smul_eq_mul, star_mul']
  push_cast
  linear_combination (-(star (a i) * a j)) * h
```

The last theorem treats a vanishing correction. Its forward direction obtains `t` from the main theorem, treats `a = 0` separately, and otherwise reads $|t|=1$ off a diagonal entry.

```lean
/-- The augmentation matrix vanishes if and only if the smooth and all-electron partial-wave
values differ by a common phase factor. -/
theorem augmentation_eq_zero_iff (a b : n → ℂ) :
    augmentation a b = 0 ↔ ∃ t : ℂ, ‖t‖ = 1 ∧ b = t • a := by
  constructor
  · intro h
    have hp : (augmentation a b).PosSemidef := by
      rw [h]
      exact Matrix.PosSemidef.zero
    obtain ⟨t, -, rfl⟩ := (augmentation_posSemidef_iff a b).1 hp
    by_cases ha : a = 0
    · exact ⟨1, norm_one, by simp [ha]⟩
    · obtain ⟨k, hk⟩ := Function.ne_iff.1 ha
      have hk' : a k ≠ 0 := hk
      refine ⟨t, ?_, rfl⟩
      -- a non-zero diagonal entry of the outer product forces the scale factor to vanish
      rw [augmentation_smul] at h
      have he := congrFun (congrFun h k) k
      simp only [Matrix.smul_apply, Matrix.vecMulVec_apply, Pi.star_apply, smul_eq_mul,
        Matrix.zero_apply] at he
      have h1 : ((1 - ‖t‖ ^ 2 : ℝ) : ℂ) = 0 :=
        (mul_eq_zero.1 he).resolve_right (mul_ne_zero (star_ne_zero.2 hk') hk')
      have h2 : 1 - ‖t‖ ^ 2 = 0 := Complex.ofReal_eq_zero.1 h1
      nlinarith [norm_nonneg t]
  · rintro ⟨t, ht, rfl⟩
    rw [augmentation_smul, ht]
    simp

end AugmentationPositivity
```

```lean
#print axioms AugmentationPositivity.augmentation_posSemidef_iff
#print axioms AugmentationPositivity.augmentation_posSemidef_iff_channels
#print axioms AugmentationPositivity.augmentation_eq_zero_iff
```

```
'AugmentationPositivity.augmentation_posSemidef_iff' depends on axioms: [propext, Classical.choice, Quot.sound]
'AugmentationPositivity.augmentation_posSemidef_iff_channels' depends on axioms: [propext, Classical.choice, Quot.sound]
'AugmentationPositivity.augmentation_eq_zero_iff' depends on axioms: [propext, Classical.choice, Quot.sound]
```
